# A quadratic Lyapunov function for every real matrix whose powers tend to zero

Suppose an SCF error has two components and one iteration takes $(x_0,x_1)$ to $(2x_1,0)$. The error $(0,1)$ first doubles in length, then vanishes. The weighted square $x_0^2+5x_1^2$ does not show this growth: after one step it is $4x_1^2$, at most $4/5$ of its old value. It is the sum of the squared lengths of the present error and the next one. The same kind of sum works for any finite real matrix $B$ with $B^k\to0$.

For an SCF iteration that repeats one fixed mixing step using only the current iterate, $B$ is the Jacobian of that step at self-consistency. Methods such as DIIS, which also use earlier iterates, are not of this form. The theorems concern the linear iteration; passing from the nonlinear SCF map to its linearisation is a separate step.

```lean
import Mathlib

open Matrix Filter Topology

namespace LyapunovSCF

noncomputable section

variable {n : Type*} [Fintype n]
```

Here `n` is the finite index set of error components, `*ᵥ` applies a matrix to a vector and `⬝ᵥ` is the dot product. The function called `energy` is $E_P(x)=x\cdot Px$, a measure of error and not a physical energy. In particular, $E_1(x)=|x|^2$ is the squared Euclidean length.

```lean
/-- The quadratic function `x · P x` of an error vector `x`. -/
def energy (P : Matrix n n ℝ) (x : n → ℝ) : ℝ := x ⬝ᵥ P *ᵥ x
```

## (a) Positive definiteness in terms of errors

Show that a real matrix satisfies
$$P\text{ positive definite}\iff P^T=P\ \text{ and }\ E_P(x)>0\text{ for all }x\ne0.$$

**Solution.** Mathlib's `PosDef` asks for a Hermitian matrix with a positive quadratic form. Over the reals, conjugation does nothing, which leaves the right-hand side.

```lean
/-- A real matrix is positive definite iff it is symmetric and its quadratic function is
positive on every nonzero vector. -/
theorem posDef_iff_energy (P : Matrix n n ℝ) :
    P.PosDef ↔ Pᵀ = P ∧ ∀ x, x ≠ 0 → 0 < energy P x := by
  rw [Matrix.posDef_iff_dotProduct_mulVec]
  simp only [Matrix.IsHermitian, Matrix.conjTranspose_eq_transpose_of_trivial,
    star_trivial, energy]
```

## (b) The measure after one step

Show that $E_{B^TPB}(x)=E_P(Bx)$.

**Solution.** Move $B^T$ across the dot product: $x\cdot B^TPBx=(Bx)\cdot P(Bx)$.

```lean
/-- The energy after a linear step `B` is the energy of the original vector in the
transformed matrix `Bᵀ P B`. -/
theorem energy_congr (P B : Matrix n n ℝ) (x : n → ℝ) :
    energy (Bᵀ * P * B) x = energy P (B *ᵥ x) := by
  unfold energy
  rw [← Matrix.mulVec_mulVec, ← Matrix.mulVec_mulVec, Matrix.dotProduct_mulVec x Bᵀ,
    Matrix.vecMul_transpose]
```

## (c) Comparing two quadratic functions

For positive definite $Q$ and any $P$, find $C\ge1$ with
$$E_P(x)\le C\,E_Q(x)\quad\text{for all }x.$$

**Solution.** On the unit sphere, $E_P/E_Q$ is continuous, and by compactness it is bounded by some $C$, which may be enlarged to at least 1. Both functions scale as $E(ax)=a^2E(x)$, so the bound extends to all $x\ne0$; at $x=0$ both sides vanish. Lean's sphere uses the largest-component norm, which serves equally well.

```lean
/-- The quadratic function of any matrix is bounded above by a constant multiple of that of a
positive definite matrix. -/
theorem energy_comparison {Q : Matrix n n ℝ} (hQ : Q.PosDef) (P : Matrix n n ℝ) :
    ∃ C : ℝ, 1 ≤ C ∧ ∀ x, energy P x ≤ C * energy Q x := by
  have hpos := ((posDef_iff_energy Q).1 hQ).2
  have hcont : ∀ M : Matrix n n ℝ, Continuous (energy M) := by
    intro M
    show Continuous (fun x : n → ℝ => ∑ i, x i * ∑ j, M i j * x j)
    fun_prop
  have hs : ∀ (M : Matrix n n ℝ) (a : ℝ) (x : n → ℝ),
      energy M (a • x) = a ^ 2 * energy M x := by
    intro M a x
    simp only [energy, Matrix.mulVec_smul, smul_dotProduct, dotProduct_smul, smul_eq_mul]
    ring
  -- the ratio of the two functions is bounded on the compact unit sphere
  obtain ⟨C, hC⟩ := (isCompact_sphere (0 : n → ℝ) 1).exists_bound_of_continuousOn
    (f := fun x => energy P x / energy Q x)
    (ContinuousOn.div (hcont P).continuousOn (hcont Q).continuousOn (fun x hx =>
      (hpos x (by rintro rfl; simp at hx)).ne'))
  refine ⟨max C 1, le_max_right _ _, fun x => ?_⟩
  by_cases hx : x = 0
  · subst hx
    simp [energy]
  have hn : ‖x‖ ≠ 0 := norm_ne_zero_iff.2 hx
  have hq := hpos x hx
  have h := hC (‖x‖⁻¹ • x) (by simp [norm_smul, hn])
  have hne : (‖x‖⁻¹) ^ 2 ≠ 0 := pow_ne_zero _ (inv_ne_zero hn)
  simp only [hs] at h
  rw [mul_div_mul_left _ _ hne, Real.norm_eq_abs] at h
  exact ((div_le_iff₀ hq).1 ((le_abs_self _).trans h)).trans
    (mul_le_mul_of_nonneg_right (le_max_left _ _) hq.le)
```

## (d) A uniform bound on one step

Let $P-B^TPB$ be positive definite. Find $0\le q<1$ with
$$E_P(Bx)\le q\,E_P(x)\quad\text{for all }x.$$

**Solution.** Apply (c) with $Q=P-B^TPB$. By (b),
$$E_P(x)\le C\,[E_P(x)-E_P(Bx)],$$
so $q=1-1/C$ works. If $P$ is positive definite too, this says that the error measure shrinks at every step. Without that, $E_P$ can be negative and the error can grow: for one component, $B=2$ and $P=-1$ give $P-B^TPB=3>0$.

```lean
/-- If `P - Bᵀ P B` is positive definite, there is a fixed `q` with `0 ≤ q < 1` such that the energy
of `B x` is at most `q` times the energy of `x`, for all vectors `x`. -/
theorem energy_contracts {P B : Matrix n n ℝ} (hQ : (P - Bᵀ * P * B).PosDef) :
    ∃ q : ℝ, 0 ≤ q ∧ q < 1 ∧ ∀ x, energy P (B *ᵥ x) ≤ q * energy P x := by
  obtain ⟨C, hC1, hC⟩ := energy_comparison hQ P
  have hC0 : 0 < C := by linarith
  refine ⟨1 - C⁻¹, sub_nonneg.2 (inv_le_one_of_one_le₀ hC1),
    sub_lt_self _ (inv_pos.2 hC0), fun x => ?_⟩
  have h1 : C⁻¹ * energy P x ≤ energy (P - Bᵀ * P * B) x := (inv_mul_le_iff₀ hC0).2 (hC x)
  have h2 : energy (P - Bᵀ * P * B) x = energy P x - energy P (B *ᵥ x) := by
    rw [← energy_congr]
    simp only [energy, Matrix.sub_mulVec, dotProduct_sub]
  linarith
```

## (e) A telescoping sum

Define $L_N=\sum_{k=0}^{N-1}(B^k)^TB^k$, called `lyapunovSum B N` in Lean.

```lean
variable [DecidableEq n]

/-- The finite sum of `(B^k)ᵀ B^k` over the first `N` steps; its quadratic function adds up the
squared lengths of the first `N` errors. -/
def lyapunovSum (B : Matrix n n ℝ) (N : ℕ) : Matrix n n ℝ :=
  ∑ k ∈ Finset.range N, (B ^ k)ᵀ * B ^ k
```

Show that
$$L_N-B^TL_NB=1-(B^N)^TB^N.$$

**Solution.** Conjugation by $B$ shifts the sum to $B^TL_NB=\sum_{k=1}^{N}(B^k)^TB^k$. Subtraction leaves the terms $k=0$ and $k=N$. Lean does this by induction on $N$, with `noncomm_ring` respecting the order of the factors.

```lean
/-- The accumulated sum `L` over `N` steps satisfies `L - Bᵀ L B = 1 - (B^N)ᵀ B^N`. -/
theorem lyapunovSum_telescope (B : Matrix n n ℝ) (N : ℕ) :
    lyapunovSum B N - Bᵀ * lyapunovSum B N * B = 1 - (B ^ N)ᵀ * B ^ N := by
  induction N with
  | zero => simp [lyapunovSum]
  | succ N ih =>
    have hs : lyapunovSum B (N + 1) = lyapunovSum B N + (B ^ N)ᵀ * B ^ N :=
      Finset.sum_range_succ _ _
    rw [hs, pow_succ B N, Matrix.transpose_mul]
    generalize B ^ N = X at ih ⊢
    linear_combination (norm := noncomm_ring) ih
```

## (f) Finitely many steps suffice

If $B^k\to0$, find $N$ such that $L_N$ and $L_N-B^TL_NB$ are both positive definite.

**Solution.** Let $s_N=\sum_{i,j}(B^N)_{ij}^2$. Since $s_N\to0$, choose $N\ge1$ with $s_N<1$. Both matrices are symmetric. For $x\ne0$,
$$E_{L_N}(x)=\sum_{k=0}^{N-1}|B^kx|^2\ge|x|^2>0.$$
Cauchy–Schwarz in each row gives $|B^Nx|^2\le s_N|x|^2$, so by (e) the second form is
$$|x|^2-|B^Nx|^2\ge(1-s_N)|x|^2>0.$$

```lean
/-- If the powers of `B` tend to zero, the accumulated sum over some finite number of steps is a
Lyapunov matrix `P` for `B`: both `P` and `P - Bᵀ P B` are positive definite. -/
theorem exists_lyapunovSum {B : Matrix n n ℝ}
    (hB : Tendsto (fun k : ℕ => B ^ k) atTop (𝓝 0)) :
    ∃ N, (lyapunovSum B N).PosDef ∧
      (lyapunovSum B N - Bᵀ * lyapunovSum B N * B).PosDef := by
  have hone : ∀ y : n → ℝ, energy 1 y = ∑ i, y i ^ 2 := by
    intro y
    simp [energy, dotProduct, pow_two]
  have hsq : ∀ (X : Matrix n n ℝ) (x : n → ℝ), energy (Xᵀ * X) x = energy 1 (X *ᵥ x) := by
    intro X x
    rw [← energy_congr, Matrix.mul_one]
  have hpos : ∀ x : n → ℝ, x ≠ 0 → 0 < energy 1 x :=
    ((posDef_iff_energy 1).1 Matrix.PosDef.one).2
  -- wait until the squared entries of `B ^ N` sum to less than one
  have hc : Continuous (fun M : Matrix n n ℝ => ∑ i, ∑ j, M i j ^ 2) :=
    continuous_finsetSum _ fun i _ => continuous_finsetSum _ fun j _ =>
      (continuous_id.matrix_elem i j).pow 2
  have hz : (∑ i : n, ∑ j : n, (0 : Matrix n n ℝ) i j ^ 2) < 1 := by simp
  obtain ⟨N, hN, hN1⟩ := ((((hc.tendsto 0).comp hB).eventually_lt_const hz).and
    (eventually_ge_atTop 1)).exists
  have hN' : ∑ i, ∑ j, (B ^ N) i j ^ 2 < 1 := hN
  refine ⟨N, (posDef_iff_energy _).2 ⟨?_, fun x hx => ?_⟩, ?_⟩
  · simp only [lyapunovSum, Matrix.transpose_sum, Matrix.transpose_mul,
      Matrix.transpose_transpose]
  · have hsum : energy (lyapunovSum B N) x
        = ∑ k ∈ Finset.range N, energy 1 (B ^ k *ᵥ x) := by
      simp only [← hsq]
      simp only [energy, lyapunovSum, Matrix.sum_mulVec, dotProduct_sum]
    rw [hsum]
    refine Finset.sum_pos' (fun k _ => ?_) ⟨0, Finset.mem_range.2 hN1, ?_⟩
    · rw [hone]
      positivity
    · simpa using hpos x hx
  · rw [lyapunovSum_telescope]
    refine (posDef_iff_energy _).2 ⟨by simp [Matrix.transpose_mul], fun x hx => ?_⟩
    -- Cauchy-Schwarz in each row
    have hle : energy 1 (B ^ N *ᵥ x) ≤ (∑ i, ∑ j, (B ^ N) i j ^ 2) * energy 1 x := by
      rw [hone, hone, Finset.sum_mul]
      exact Finset.sum_le_sum fun i _ => Finset.sum_mul_sq_le_sq_mul_sq _ _ _
    have hsub : energy (1 - (B ^ N)ᵀ * B ^ N) x = energy 1 x - energy 1 (B ^ N *ᵥ x) := by
      rw [← hsq]
      simp only [energy, Matrix.sub_mulVec, dotProduct_sub]
    rw [hsub]
    nlinarith [hpos x hx]
```

## (g) The equivalence

Show that
$$B^k\to0\iff\exists P:\ P\text{ and }P-B^TPB\text{ are positive definite}.$$

**Solution.** Part (f) gives the forward direction with $P=L_N$. Conversely, iterating (d) gives $E_P(B^kx)\le q^kE_P(x)$, and (c) gives $|x|^2\le C\,E_P(x)$. For the unit vector $e_j$,
$$(B^k)_{ij}^2\le|B^ke_j|^2\le C\,q^kE_P(e_j)\to0.$$
Taking square roots sends every entry to zero, which is the convergence meant by `Tendsto` here.

```lean
/-- The powers of a real square matrix `B` tend to zero iff there is a positive definite `P`
with `P - Bᵀ P B` positive definite. -/
theorem tendsto_pow_zero_iff_lyapunov (B : Matrix n n ℝ) :
    Tendsto (fun k : ℕ => B ^ k) atTop (𝓝 0) ↔
      ∃ P : Matrix n n ℝ, P.PosDef ∧ (P - Bᵀ * P * B).PosDef := by
  constructor
  · intro hB
    obtain ⟨N, h⟩ := exists_lyapunovSum hB
    exact ⟨_, h⟩
  rintro ⟨P, hP, hQ⟩
  obtain ⟨q, hq0, hq1, hq⟩ := energy_contracts hQ
  obtain ⟨C, hC1, hC⟩ := energy_comparison hP 1
  have hpow : ∀ (k : ℕ) (x : n → ℝ), energy P (B ^ k *ᵥ x) ≤ q ^ k * energy P x := by
    intro k x
    induction k with
    | zero => simp
    | succ k ih =>
      rw [pow_succ' B k, ← Matrix.mulVec_mulVec, pow_succ' q k, mul_assoc]
      exact (hq _).trans (mul_le_mul_of_nonneg_left ih hq0)
  refine tendsto_pi_nhds.2 fun i => tendsto_pi_nhds.2 fun j => ?_
  -- column `j` of `B ^ k` is the error that starts from the unit vector `j`
  let e : n → ℝ := Pi.single j 1
  have hb : ∀ k : ℕ, (B ^ k) i j ^ 2 ≤ C * energy P e * q ^ k := by
    intro k
    have h1 : (B ^ k) i j ^ 2 ≤ energy 1 (B ^ k *ᵥ e) := by
      have h2 : energy 1 (B ^ k *ᵥ e) = ∑ l, (B ^ k) l j ^ 2 := by
        simp [energy, e, dotProduct, pow_two]
      rw [h2]
      exact Finset.single_le_sum (f := fun l => (B ^ k) l j ^ 2)
        (fun l _ => sq_nonneg _) (Finset.mem_univ i)
    have h3 := mul_le_mul_of_nonneg_left (hpow k e) (by linarith : (0 : ℝ) ≤ C)
    linarith [hC (B ^ k *ᵥ e)]
  have ht : Tendsto (fun k : ℕ => C * energy P e * q ^ k) atTop (𝓝 0) := by
    simpa using (tendsto_pow_atTop_nhds_zero_of_lt_one hq0 hq1).const_mul (C * energy P e)
  have hr : Tendsto (fun k : ℕ => √(C * energy P e * q ^ k)) atTop (𝓝 0) := by
    have h := (Real.continuous_sqrt.tendsto 0).comp ht
    simpa only [Real.sqrt_zero, Function.comp_def] using h
  exact squeeze_zero_norm (fun k => Real.abs_le_sqrt (hb k)) hr
```

## (h) Distance to the fixed point

Let $B^k\to0$. Find one positive definite $P$ and one $0\le q<1$ such that, whenever $x_*=Bx_*+c$,
$$E_P(Bx+c-x_*)\le q\,E_P(x-x_*)\quad\text{for all }x.$$

**Solution.** Subtracting the fixed-point equation gives $Bx+c-x_*=B(x-x_*)$. Take $P$ from (g) and $q$ from (d); neither depends on $c$, $x_*$ or $x$. Lean writes `xs` for $x_*$.

```lean
/-- If the powers of `B` tend to zero, the iteration `x ↦ B x + c` has a positive definite quadratic
function of the error `x - xs` from a fixed point `xs` that is multiplied by at most a fixed factor
`q < 1` at each step, with the same function and factor for all `c`, `xs` and `x`. -/
theorem scf_error_decreases {B : Matrix n n ℝ}
    (hB : Tendsto (fun k : ℕ => B ^ k) atTop (𝓝 0)) :
    ∃ P : Matrix n n ℝ, P.PosDef ∧ ∃ q : ℝ, 0 ≤ q ∧ q < 1 ∧
      ∀ c xs : n → ℝ, B *ᵥ xs + c = xs →
        ∀ x, energy P (B *ᵥ x + c - xs) ≤ q * energy P (x - xs) := by
  obtain ⟨P, hP, hQ⟩ := (tendsto_pow_zero_iff_lyapunov B).1 hB
  obtain ⟨q, hq0, hq1, hq⟩ := energy_contracts hQ
  refine ⟨P, hP, q, hq0, hq1, fun c xs hxs x => ?_⟩
  -- the error obeys the homogeneous iteration
  have he : B *ᵥ x + c - xs = B *ᵥ (x - xs) := by
    rw [Matrix.mulVec_sub]
    linear_combination (norm := module) hxs
  rw [he]
  exact hq _
```

## (i) A criterion for two components

Show that $\begin{pmatrix}a&b\\b&d\end{pmatrix}$ is positive definite if $a>0$ and $ad-b^2>0$.

**Solution.** Complete the square:
$$a(ax_0^2+2bx_0x_1+dx_1^2)=(ax_0+bx_1)^2+(ad-b^2)x_1^2.$$
This is positive if $x_1\ne0$. If $x_1=0$, the form is $ax_0^2>0$.

```lean
/-- A real symmetric two-by-two matrix with positive upper left entry and positive determinant
is positive definite. -/
theorem posDef_two {a b d : ℝ} (ha : 0 < a) (hd : 0 < a * d - b ^ 2) :
    (!![a, b; b, d] : Matrix (Fin 2) (Fin 2) ℝ).PosDef := by
  refine (posDef_iff_energy _).2 ⟨?_, fun x hx => ?_⟩
  · ext i j
    fin_cases i <;> fin_cases j <;> simp
  have hE : energy !![a, b; b, d] x = a * x 0 ^ 2 + 2 * b * x 0 * x 1 + d * x 1 ^ 2 := by
    simp [energy, Matrix.mulVec, dotProduct, Fin.sum_univ_succ]
    ring
  rw [hE]
  by_cases h1 : x 1 = 0
  · have h0 : x 0 ≠ 0 := fun h0 => hx (by ext i; fin_cases i <;> simp [h0, h1])
    have h2 : 0 < a * x 0 ^ 2 := by positivity
    rw [h1]
    linarith
  · -- complete the square
    have h2 : 0 < (a * d - b ^ 2) * x 1 ^ 2 := by positivity
    have h3 : 0 < a * (a * x 0 ^ 2 + 2 * b * x 0 * x 1 + d * x 1 ^ 2) := by
      linarith [sq_nonneg (a * x 0 + b * x 1)]
    exact (mul_pos_iff_of_pos_left ha).1 h3
```

## (j) A non-normal update

Take this matrix as $B$.

```lean
/-- A two-component update in which the second error component feeds strongly into the first. -/
def shearStep : Matrix (Fin 2) (Fin 2) ℝ := !![1/2, 2; 0, 1/2]
```

Show that $BB^T\ne B^TB$, that $B$ lengthens $(0,1)$, and that $P=\mathrm{diag}(1,16)$ satisfies the conditions in (g).

**Solution.** The upper left entries of $BB^T$ and $B^TB$ are $17/4$ and $1/4$. The error $(0,1)$ becomes $(2,1/2)$, and its squared length rises from $1$ to $17/4$. Finally,
$$P-B^TPB=\begin{pmatrix}3/4&-1\\-1&8\end{pmatrix}$$
has determinant $5$, so (i) applies to it and to $P$.

```lean
/-- The update `shearStep` is non-normal and lengthens the error `(0, 1)` in one step, yet
`diag(1, 16)` is a Lyapunov matrix for it. -/
theorem shearStep_lyapunov :
    shearStep * shearStepᵀ ≠ shearStepᵀ * shearStep ∧
    energy 1 ![0, 1] < energy 1 (shearStep *ᵥ ![0, 1]) ∧
    (!![1, 0; 0, 16] : Matrix (Fin 2) (Fin 2) ℝ).PosDef ∧
    (!![1, 0; 0, 16] - shearStepᵀ * !![1, 0; 0, 16] * shearStep).PosDef := by
  refine ⟨fun h => ?_, ?_, posDef_two (by norm_num) (by norm_num), ?_⟩
  · have h00 := congrFun (congrFun h 0) 0
    norm_num [shearStep, Matrix.mul_apply, Fin.sum_univ_succ] at h00
  · norm_num [energy, shearStep, Matrix.mulVec, dotProduct, Fin.sum_univ_succ]
  · have hQ : !![1, 0; 0, 16] - shearStepᵀ * !![1, 0; 0, 16] * shearStep
        = !![3/4, -1; -1, 8] := by
      ext i j
      fin_cases i <;> fin_cases j <;>
        norm_num [shearStep, Matrix.mul_apply, Fin.sum_univ_succ]
    rw [hQ]
    exact posDef_two (by norm_num) (by norm_num)

end

end LyapunovSCF
```

```lean
#print axioms LyapunovSCF.tendsto_pow_zero_iff_lyapunov
-- 'LyapunovSCF.tendsto_pow_zero_iff_lyapunov' depends on axioms: [propext, Classical.choice, Quot.sound]
#print axioms LyapunovSCF.scf_error_decreases
-- 'LyapunovSCF.scf_error_decreases' depends on axioms: [propext, Classical.choice, Quot.sound]
#print axioms LyapunovSCF.shearStep_lyapunov
-- 'LyapunovSCF.shearStep_lyapunov' depends on axioms: [propext, Classical.choice, Quot.sound]
```
